# With a convex energy curve, sharing the odd electron equally between two identical non-interacting fragments gives the least energy

Two fragments with the same energy curve `F`, and no interaction energy between them, hold `N + q` and `N + 1 - q` electrons, where `N` is any real number and `q` runs over [0, 1]. The theorem says that if `F` is convex on [N, N + 1], the least value of the total energy F(N + q) + F(N + 1 − q) is 2F(N + 1/2). It does not say that the equal division is the only one to reach this value. The proof shows that the value is attained at q = 1/2, then seeks the lower bound by applying convexity to the two electron numbers with weights of one half each.

In Lean, a first try:

```lean
import Mathlib

open Finset

namespace FractionalElectronNumber

noncomputable section

/-- For a convex energy curve `F`, the least total energy of two fragments with `N + q`
and `N + 1 - q` electrons is that of the half-and-half division. -/
theorem isLeast_convex_fragments {N : ℝ} {F : ℝ → ℝ}
    (hF : ConvexOn ℝ (Set.Icc N (N + 1)) F) :
    IsLeast ((fun q => F (N + q) + F (N + 1 - q)) '' Set.Icc 0 1) (2 * F (N + 1 / 2)) := by
  constructor
  · refine ⟨1 / 2, ⟨by norm_num, by norm_num⟩, ?_⟩
    have e : N + 1 - 1 / 2 = N + 1 / 2 := by ring
    simp only [e]
    ring
  · rintro _ ⟨q, ⟨h0, h1⟩, rfl⟩
    have h := hF.2 (x := N + q) ⟨by linarith, by linarith⟩ (y := N + 1 - q)
      ⟨by linarith, by linarith⟩ (a := 1 / 2) (b := 1 / 2)
      (by norm_num) (by norm_num) (by norm_num)
    simp only [smul_eq_mul] at h
    have e : 1 / 2 * (N + q) + 1 / 2 * (N + 1 - q) = N + 1 / 2 := by ring
    rw [e] at h
    change 2 * F (N + 1 / 2) ≤ F (N + q) + F (N + 1 - q)
    linarith

end

end FractionalElectronNumber
```

Lean reports:

```
Main.lean:20:14: error: Application type mismatch: The argument
  hF
has type
  ConvexOn ℝ (Set.Icc N (N + 1)) F
but is expected to have type
  1 / 2 ∧ 1 / 2
in the application
  hF.right
Main.lean:20:19: error: Invalid argument name `x` for function `And.right`
Main.lean:21:39: error(lean.synthInstanceFailed): failed to synthesize instance of type class
  HDiv ℕ ℕ Prop

Hint: Type class instance resolution failures can be inspected with the `set_option trace.Meta.synthInstance true` command.
Main.lean:21:52: error(lean.synthInstanceFailed): failed to synthesize instance of type class
  HDiv ℕ ℕ Prop

Hint: Type class instance resolution failures can be inspected with the `set_option trace.Meta.synthInstance true` command.
```

Lean accepts the file once it reads:

```diff
@@ -18,7 +18,8 @@
     ring
   · rintro _ ⟨q, ⟨h0, h1⟩, rfl⟩
-    have h := hF.2 (x := N + q) ⟨by linarith, by linarith⟩ (y := N + 1 - q)
-      ⟨by linarith, by linarith⟩ (a := 1 / 2) (b := 1 / 2)
-      (by norm_num) (by norm_num) (by norm_num)
+    have hx : N + q ∈ Set.Icc N (N + 1) := ⟨by linarith, by linarith⟩
+    have hy : N + 1 - q ∈ Set.Icc N (N + 1) := ⟨by linarith, by linarith⟩
+    have h := hF.2 hx hy (by norm_num : (0 : ℝ) ≤ 1 / 2) (by norm_num : (0 : ℝ) ≤ 1 / 2)
+      (by norm_num)
     simp only [smul_eq_mul] at h
     have e : 1 / 2 * (N + q) + 1 / 2 * (N + 1 - q) = N + 1 / 2 := by ring
```

Diagnosis. The convexity inequality is the second component of `hF`, and `hF.2` is short for `And.right` applied to `hF`. `And.right` has implicit parameters of its own called `a` and `b`, the two propositions joined by "and". They come before the variables of the inequality, so they took the named arguments `a` and `b` that were meant for the weights. Lean thus tried to read each `1 / 2` as a proposition, which gives the two `HDiv ℕ ℕ Prop` errors, and expected `hF` to prove `1 / 2 ∧ 1 / 2`, which gives the type mismatch. With `b` set in this way, the result of `And.right` was no longer the convexity inequality, so there was no variable `x` left to name, hence the invalid-name error.

The repair drops the named arguments and passes only proofs, in order. `And.right` can then take its two propositions from the type of `hF`. The types of `hx` and `hy` tell Lean the two points, and the annotations `(0 : ℝ) ≤ 1 / 2` tell it the two weights. The last `by norm_num`, which proves that the weights sum to one, is unchanged.
